# A Riccati equation for the Thouless amplitude of time-dependent mean-field orbitals

The derivative of a matrix path is taken entry by entry, at a single time \(x\). Another model would treat the path as one function into a normed space of matrices. In finite dimension this gives the same derivative and the same equation, but the statement would carry a choice of norm, and general calculus rules would replace some of the lemmas below.

The finite index types `o` and `v` label occupied and virtual orbitals of a fixed orthonormal reference basis.

```lean
import Mathlib

open Matrix Topology

namespace ThoulessDynamics

noncomputable section

variable {o v : Type*} [Fintype o] [DecidableEq o] [Fintype v]
```

`HasMatDerivAt M M' x` says that every entry of \(M\) is differentiable at \(x\), with derivative the corresponding entry of \(M'\).

```lean
/-- The matrix path `M` has derivative `M'` at time `x`, entry by entry. -/
def HasMatDerivAt {m n : Type*} (M : ℝ → Matrix m n ℂ) (M' : Matrix m n ℂ) (x : ℝ) : Prop :=
  ∀ i j, HasDerivAt (fun y => M y i j) (M' i j) x
```

The columns of \(C=\begin{pmatrix}A\\B\end{pmatrix}\) are the time-dependent occupied orbitals, with occupied block \(A\) and virtual block \(B\). Their amplitude is

\[ t = BA^{-1}. \]

In Thouless's theorem, \(t\) parametrises a Slater determinant that is not orthogonal to the reference: up to a scalar factor, it is an exponential of single excitations acting on the reference. The development treats the matrix \(t\) only, not the many-electron state.

```lean
/-- The Thouless amplitude `t = B A⁻¹` of the occupied orbitals `C = [A; B]`. -/
def amplitude (C : Matrix (o ⊕ v) o ℂ) : Matrix v o ℂ :=
  C.toRows₂ * C.toRows₁⁻¹
```

With \(\hbar=1\), the orbitals obey \(iC'=FC-C\varepsilon\), or

\[ C'=-i\,(FC-C\varepsilon). \]

The multipliers \(\varepsilon\) fix how the occupied orbitals mix among themselves; \(\varepsilon=0\) gives \(iC'=FC\). Neither \(F\) nor \(\varepsilon\) need be Hermitian. Since \(F\) may be any function of time, it may be the self-consistent field evaluated along the orbitals. For a prescribed \(F\), the amplitude equation below is quadratic in \(t\), a matrix Riccati equation; a self-consistent \(F\) adds its own dependence on the orbitals.

```lean
/-- The velocity `-i (F C - C ε)` of the orbitals `C` under the mean field `F`,
with Lagrange multipliers `ε`. -/
def orbitalVelocity (F : Matrix (o ⊕ v) (o ⊕ v) ℂ) (ε : Matrix o o ℂ)
    (C : Matrix (o ⊕ v) o ℂ) : Matrix (o ⊕ v) o ℂ :=
  (-Complex.I) • (F * C - C * ε)
```

The blocks \(F_{oo},F_{ov},F_{vo},F_{vv}\) are `toBlocks₁₁`, `toBlocks₁₂`, `toBlocks₂₁` and `toBlocks₂₂`. The right-hand side of the amplitude equation is

\[ R(t)=F_{vo}+F_{vv}t-tF_{oo}-tF_{ov}t. \]

```lean
/-- The expression `F_vo + F_vv t - t F_oo - t F_ov t`. -/
def amplitudeRHS (F : Matrix (o ⊕ v) (o ⊕ v) ℂ) (t : Matrix v o ℂ) : Matrix v o ℂ :=
  F.toBlocks₂₁ + F.toBlocks₂₂ * t - t * F.toBlocks₁₁ - t * F.toBlocks₁₂ * t
```

Differentiating \((MN)_{ij}=\sum_k M_{ik}N_{kj}\) term by term gives

\[ (MN)'=M'N+MN'. \]

```lean
/-- The product rule for matrix paths, with the order of the factors kept. -/
theorem HasMatDerivAt.mul {l m n : Type*} [Fintype m] {M : ℝ → Matrix l m ℂ}
    {N : ℝ → Matrix m n ℂ} {M' : Matrix l m ℂ} {N' : Matrix m n ℂ} {x : ℝ}
    (hM : HasMatDerivAt M M' x) (hN : HasMatDerivAt N N' x) :
    HasMatDerivAt (fun y => M y * N y) (M' * N x + M x * N') x := by
  intro i j
  have h := HasDerivAt.fun_sum (u := Finset.univ)
    (fun k _ => (hM i k).fun_mul (hN k j))
  simp only [Matrix.mul_apply, Matrix.add_apply, ← Finset.sum_add_distrib]
  exact h
```

The determinant is a finite sum of products of entries,

\[ \det M=\sum_\sigma \operatorname{sgn}(\sigma)\prod_i M_{\sigma(i)\,i}, \]

so it is differentiable when the entries are. The proof handles each product by induction on its factors.

```lean
/-- The determinant of a matrix path with differentiable entries is differentiable. -/
theorem differentiableAt_det {M : ℝ → Matrix o o ℂ} {x : ℝ}
    (hM : ∀ i j, DifferentiableAt ℝ (fun y => M y i j) x) :
    DifferentiableAt ℝ (fun y => (M y).det) x := by
  have hprod : ∀ (σ : Equiv.Perm o) (s : Finset o),
      DifferentiableAt ℝ (fun y => ∏ i ∈ s, M y (σ i) i) x := by
    intro σ s
    induction s using Finset.induction_on with
    | empty => simp
    | insert a s ha ih =>
      simp only [Finset.prod_insert ha]
      exact (hM _ _).mul ih
  simp only [Matrix.det_apply']
  exact DifferentiableAt.fun_sum fun σ _ => (hprod σ Finset.univ).const_mul _
```

Where \(\det M\neq0\), the quotient rule applies to

\[ (M^{-1})_{ij}=\frac{(\operatorname{adj}M)_{ij}}{\det M}, \]

because the cofactors are themselves determinants. Only the existence of the derivative is needed.

```lean
/-- The inverse of a differentiable matrix path has a derivative wherever the matrix is
invertible. -/
theorem exists_hasMatDerivAt_inv {M : ℝ → Matrix o o ℂ} {M' : Matrix o o ℂ} {x : ℝ}
    (hM : HasMatDerivAt M M' x) (hx : (M x).det ≠ 0) :
    ∃ N' : Matrix o o ℂ, HasMatDerivAt (fun y => (M y)⁻¹) N' x := by
  have hd : ∀ i j, DifferentiableAt ℝ (fun y => M y i j) x :=
    fun i j => (hM i j).differentiableAt
  -- the cofactors are determinants of matrices with differentiable entries
  have hadj : ∀ i j, DifferentiableAt ℝ (fun y => (M y).adjugate i j) x := by
    intro i j
    simp only [Matrix.adjugate_apply]
    apply differentiableAt_det
    intro k l
    simp only [Matrix.updateRow_apply]
    split_ifs
    · exact differentiableAt_const _
    · exact hd k l
  refine ⟨Matrix.of fun i j => deriv (fun y => (M y)⁻¹ i j) x, fun i j => ?_⟩
  have e : (fun y => (M y)⁻¹ i j) = fun y => (M y).adjugate i j / (M y).det := by
    funext y
    rw [Matrix.inv_def, Ring.inverse_eq_inv', Matrix.smul_apply, smul_eq_mul, div_eq_inv_mul]
  have h : DifferentiableAt ℝ (fun y => (M y)⁻¹ i j) x := by
    rw [e]
    exact ((hadj i j).hasDerivAt.fun_div (differentiableAt_det hd).hasDerivAt hx).differentiableAt
  exact h.hasDerivAt
```

Splitting the sum over all orbitals into occupied and virtual parts gives the two rows of the orbital equation:

\[ iA'=F_{oo}A+F_{ov}B-A\varepsilon,\qquad iB'=F_{vo}A+F_{vv}B-B\varepsilon. \]

```lean
omit [DecidableEq o] in
/-- The occupied and virtual rows of the orbital velocity, written with the blocks of `F`. -/
theorem orbitalVelocity_rows (F : Matrix (o ⊕ v) (o ⊕ v) ℂ) (ε : Matrix o o ℂ)
    (C : Matrix (o ⊕ v) o ℂ) :
    (orbitalVelocity F ε C).toRows₁ = (-Complex.I) •
        (F.toBlocks₁₁ * C.toRows₁ + F.toBlocks₁₂ * C.toRows₂ - C.toRows₁ * ε) ∧
    (orbitalVelocity F ε C).toRows₂ = (-Complex.I) •
        (F.toBlocks₂₁ * C.toRows₁ + F.toBlocks₂₂ * C.toRows₂ - C.toRows₂ * ε) := by
  constructor <;> ext i j <;>
    simp only [orbitalVelocity, Matrix.toRows₁_apply, Matrix.toRows₂_apply, Matrix.smul_apply,
      Matrix.sub_apply, Matrix.add_apply, Matrix.mul_apply, Fintype.sum_sum_type] <;> rfl
```

Put \(B=tA\) and subtract \(t\) times the first row from the second. The terms \(\mp tA\varepsilon\) cancel:

\[ iB'-t\,(iA')=(F_{vo}+F_{vv}t-tF_{oo}-tF_{ov}t)A=R(t)A. \]

In Lean, the products are expanded and `abel` collects the terms.

```lean
omit [DecidableEq o] in
/-- For orbitals `[A; t A]`, the virtual rows of `F C - C ε` minus `t` times the occupied rows
equal `(F_vo + F_vv t - t F_oo - t F_ov t) A`, whatever `ε` is. -/
theorem amplitudeRHS_mul (F : Matrix (o ⊕ v) (o ⊕ v) ℂ) (t : Matrix v o ℂ)
    (A ε : Matrix o o ℂ) :
    amplitudeRHS F t * A =
      (F.toBlocks₂₁ * A + F.toBlocks₂₂ * (t * A) - t * A * ε) -
        t * (F.toBlocks₁₁ * A + F.toBlocks₁₂ * (t * A) - A * ε) := by
  simp only [amplitudeRHS, Matrix.add_mul, Matrix.sub_mul, Matrix.mul_add, Matrix.mul_sub,
    Matrix.mul_assoc]
  abel
```

For invertible \(A\), \(tA=BA^{-1}A=B\).

```lean
omit [Fintype v] in
/-- If the occupied block `A` is invertible, the amplitude recovers the virtual block:
`t A = B`. -/
theorem amplitude_mul (C : Matrix (o ⊕ v) o ℂ) (h : C.toRows₁.det ≠ 0) :
    amplitude C * C.toRows₁ = C.toRows₂ := by
  rw [amplitude, Matrix.mul_assoc, Matrix.nonsing_inv_mul _ (isUnit_iff_ne_zero.mpr h),
    Matrix.mul_one]
```

Mixing the occupied orbitals by an invertible \(U\) leaves \(t\) unchanged, since for invertible \(A\)

\[ BU(AU)^{-1}=BUU^{-1}A^{-1}=BA^{-1}. \]

```lean
omit [Fintype v] in
/-- Mixing the occupied orbitals among themselves by an invertible matrix `U` leaves the
amplitude unchanged. -/
theorem amplitude_gauge (C : Matrix (o ⊕ v) o ℂ) (U : Matrix o o ℂ) (hU : U.det ≠ 0) :
    amplitude (C * U) = amplitude C := by
  change C.toRows₂ * U * (C.toRows₁ * U)⁻¹ = C.toRows₂ * C.toRows₁⁻¹
  rw [Matrix.mul_inv_rev, Matrix.mul_assoc, ← Matrix.mul_assoc U,
    Matrix.mul_nonsing_inv _ (isUnit_iff_ne_zero.mpr hU), Matrix.one_mul]
```

The main theorem assumes the orbital equation and \(\det A\neq0\), both at \(x\). Physically, \(\det A\) is the overlap of the reference determinant with the one built from the columns of \(C\). The product and inverse rules make \(t\) differentiable, and differentiating \(tA=B\) gives

\[ t'A+tA'=B',\qquad it'A=R(t)A,\qquad it'=R(t), \]

the last step by multiplying with \(A^{-1}\) on the right.

The proof turns on `HasDerivAt.congr_of_eventuallyEq`. Equality of \(tA\) and \(B\) at \(x\) alone would say nothing about their derivatives. Continuity of the determinant, through `eventually_ne`, keeps \(A\) invertible near \(x\), so the two functions agree on a neighbourhood; `unique` then equates their derivatives in `key`.

While the overlap with the reference is nonzero, \(t\) fixes the occupied space, and hence the determinant up to a scalar factor. If \(F\) is prescribed or depends only on the occupied space, the equation is closed in \(t\) and carries no redundant occupied mixing.

```lean
/-- Time-dependent mean-field amplitude equation: if `i C' = F C - C ε` at time `x` and the
occupied block of `C` is invertible there, then `t = B A⁻¹` is differentiable at `x` and
`i t' = F_vo + F_vv t - t F_oo - t F_ov t`. -/
theorem amplitude_equation (F : ℝ → Matrix (o ⊕ v) (o ⊕ v) ℂ) (ε : ℝ → Matrix o o ℂ)
    (C : ℝ → Matrix (o ⊕ v) o ℂ) (x : ℝ) (hA : (C x).toRows₁.det ≠ 0)
    (hC : HasMatDerivAt C (orbitalVelocity (F x) (ε x) (C x)) x) :
    HasMatDerivAt (fun y => amplitude (C y))
      ((-Complex.I) • amplitudeRHS (F x) (amplitude (C x))) x := by
  obtain ⟨h1, h2⟩ := orbitalVelocity_rows (F x) (ε x) (C x)
  have hD1 : HasMatDerivAt (fun y => (C y).toRows₁)
      (orbitalVelocity (F x) (ε x) (C x)).toRows₁ x := fun i j => hC (Sum.inl i) j
  have hD2 : HasMatDerivAt (fun y => (C y).toRows₂)
      (orbitalVelocity (F x) (ε x) (C x)).toRows₂ x := fun i j => hC (Sum.inr i) j
  obtain ⟨N', hN⟩ := exists_hasMatDerivAt_inv hD1 hA
  obtain ⟨T', hT⟩ : ∃ T', HasMatDerivAt (fun y => amplitude (C y)) T' x := ⟨_, hD2.mul hN⟩
  -- the occupied block stays invertible near `x`, so `t A = B` can be differentiated
  have hev : ∀ᶠ y in 𝓝 x, (C y).toRows₁.det ≠ 0 :=
    (differentiableAt_det fun i j => (hD1 i j).differentiableAt).continuousAt.eventually_ne hA
  have hprod := hT.mul hD1
  have key : T' * (C x).toRows₁ + amplitude (C x) * (orbitalVelocity (F x) (ε x) (C x)).toRows₁
      = (orbitalVelocity (F x) (ε x) (C x)).toRows₂ := by
    ext i j
    refine (hprod i j).unique ((hD2 i j).congr_of_eventuallyEq (hev.mono fun y hy => ?_))
    change (amplitude (C y) * (C y).toRows₁) i j = (C y).toRows₂ i j
    rw [amplitude_mul _ hy]
  -- insert the orbital equation; the multipliers cancel
  have e : T' * (C x).toRows₁ =
      ((-Complex.I) • amplitudeRHS (F x) (amplitude (C x))) * (C x).toRows₁ := by
    rw [Matrix.smul_mul, amplitudeRHS_mul _ _ _ (ε x), amplitude_mul _ hA, smul_sub,
      ← Matrix.mul_smul, ← h1, ← h2]
    exact eq_sub_of_add_eq key
  have cancel : ∀ X : Matrix v o ℂ, X * (C x).toRows₁ * (C x).toRows₁⁻¹ = X := fun X => by
    rw [Matrix.mul_assoc, Matrix.mul_nonsing_inv _ (isUnit_iff_ne_zero.mpr hA), Matrix.mul_one]
  have hfin : T' = (-Complex.I) • amplitudeRHS (F x) (amplitude (C x)) :=
    (cancel T').symm.trans ((congrArg (· * (C x).toRows₁⁻¹) e).trans (cancel _))
  exact hfin ▸ hT
```

Conversely, let \(it'=R(t)\) and \(iA'=(F_{oo}+F_{ov}t)A-A\varepsilon\). The second equation is the occupied row for \(C=\begin{pmatrix}A\\tA\end{pmatrix}\), and the product rule gives the virtual row:

\[ i(tA)'=R(t)A+t\,(iA')=F_{vo}A+F_{vv}tA-tA\varepsilon. \]

Invertibility of \(A\) is not needed here.

```lean
omit [DecidableEq o] in
/-- Converse: if `t` solves the amplitude equation and `i A' = (F_oo + F_ov t) A - A ε`, then
the orbitals `C = [A; t A]` solve `i C' = F C - C ε`. -/
theorem orbitals_of_amplitude (F : ℝ → Matrix (o ⊕ v) (o ⊕ v) ℂ) (ε A : ℝ → Matrix o o ℂ)
    (t : ℝ → Matrix v o ℂ) (x : ℝ)
    (ht : HasMatDerivAt t ((-Complex.I) • amplitudeRHS (F x) (t x)) x)
    (hA : HasMatDerivAt A ((-Complex.I) •
      (((F x).toBlocks₁₁ + (F x).toBlocks₁₂ * t x) * A x - A x * ε x)) x) :
    HasMatDerivAt (fun y => fromRows (A y) (t y * A y))
      (orbitalVelocity (F x) (ε x) (fromRows (A x) (t x * A x))) x := by
  obtain ⟨h1, h2⟩ := orbitalVelocity_rows (F x) (ε x) (fromRows (A x) (t x * A x))
  rw [Matrix.toRows₁_fromRows, Matrix.toRows₂_fromRows] at h1 h2
  rintro (i | i) j
  · have h := h1.symm
    rw [← Matrix.mul_assoc (F x).toBlocks₁₂, ← Matrix.add_mul] at h
    exact (hA i j).congr_deriv (congrFun (congrFun h i) j)
  · -- product rule for the virtual block `t A`
    have h : ((-Complex.I) • amplitudeRHS (F x) (t x)) * A x + t x * ((-Complex.I) •
        (((F x).toBlocks₁₁ + (F x).toBlocks₁₂ * t x) * A x - A x * ε x)) =
        (orbitalVelocity (F x) (ε x) (fromRows (A x) (t x * A x))).toRows₂ := by
      rw [h2, Matrix.smul_mul, Matrix.mul_smul, ← smul_add, amplitudeRHS_mul _ _ _ (ε x),
        Matrix.add_mul, Matrix.mul_assoc (F x).toBlocks₁₂, sub_add_cancel]
    exact ((ht.mul hA) i j).congr_deriv (congrFun (congrFun h i) j)
```

For an explicit case, take two levels with a constant unit coupling,

\[ F=\begin{pmatrix}0&1\\1&0\end{pmatrix}. \]

```lean
/-- Two levels coupled by a constant unit off-diagonal element. -/
def rabiField : Matrix (Unit ⊕ Unit) (Unit ⊕ Unit) ℂ := fromBlocks 0 1 1 0
```

Starting in the occupied level, the normalised orbital is

\[ C(x)=\begin{pmatrix}\cos x\\-i\sin x\end{pmatrix}. \]

```lean
/-- The orbital with occupied component `cos x` and virtual component `-i sin x`. -/
def rabiOrbital (x : ℝ) : Matrix (Unit ⊕ Unit) Unit ℂ :=
  fromRows (Matrix.of fun _ _ => (Real.cos x : ℂ))
    (Matrix.of fun _ _ => -Complex.I * (Real.sin x : ℂ))
```

Differentiation gives

\[ iC'=\begin{pmatrix}-i\sin x\\\cos x\end{pmatrix}=FC \]

at all times. Where \(\cos x\neq0\), dividing the components gives \(t=-i\tan x\). The amplitude diverges as \(\cos x\to0\), while the orbital stays smooth.

```lean
/-- The two-level orbital solves `i C' = F C` at all times; where `cos x ≠ 0` its occupied block
is invertible and its amplitude is `-i tan x`. -/
theorem rabi_witness (x : ℝ) :
    HasMatDerivAt rabiOrbital (orbitalVelocity rabiField 0 (rabiOrbital x)) x ∧
    (Real.cos x ≠ 0 → (rabiOrbital x).toRows₁.det ≠ 0 ∧
      amplitude (rabiOrbital x) () () = -Complex.I * (Real.tan x : ℂ)) := by
  constructor
  · rintro (i | i) j
    · have h : orbitalVelocity rabiField 0 (rabiOrbital x) (Sum.inl i) j =
          -Complex.I * (-Complex.I * (Real.sin x : ℂ)) := by
        simp [orbitalVelocity, rabiField, rabiOrbital, Matrix.mul_apply, Fintype.sum_sum_type]
      rw [h]
      refine (Real.hasDerivAt_cos x).ofReal_comp.congr_deriv ?_
      rw [Complex.ofReal_neg]
      linear_combination (-(Real.sin x : ℂ)) * Complex.I_sq
    · have h : orbitalVelocity rabiField 0 (rabiOrbital x) (Sum.inr i) j =
          -Complex.I * (Real.cos x : ℂ) := by
        simp [orbitalVelocity, rabiField, rabiOrbital, Matrix.mul_apply, Fintype.sum_sum_type]
      rw [h]
      exact (Real.hasDerivAt_sin x).ofReal_comp.const_mul (-Complex.I)
  · intro hx
    have hc : (Real.cos x : ℂ) ≠ 0 := Complex.ofReal_ne_zero.mpr hx
    have hdet : (rabiOrbital x).toRows₁.det = (Real.cos x : ℂ) := Matrix.det_unique _
    have hd : (rabiOrbital x).toRows₁.det ≠ 0 := by rw [hdet]; exact hc
    refine ⟨hd, ?_⟩
    have h := congrFun (congrFun (amplitude_mul _ hd) ()) ()
    rw [Matrix.mul_apply, Fintype.sum_unique] at h
    change amplitude (rabiOrbital x) () () * (Real.cos x : ℂ) =
      -Complex.I * (Real.sin x : ℂ) at h
    rw [Real.tan_eq_sin_div_cos, Complex.ofReal_div, ← mul_div_assoc]
    exact eq_div_of_mul_eq hc h

end

end ThoulessDynamics
```

```lean
#print axioms ThoulessDynamics.amplitude_gauge
#print axioms ThoulessDynamics.amplitude_equation
#print axioms ThoulessDynamics.orbitals_of_amplitude
```

```
'ThoulessDynamics.amplitude_gauge' depends on axioms: [propext, Classical.choice, Quot.sound]
'ThoulessDynamics.amplitude_equation' depends on axioms: [propext, Classical.choice, Quot.sound]
'ThoulessDynamics.orbitals_of_amplitude' depends on axioms: [propext, Classical.choice, Quot.sound]
```
